# A first-order error bound for explicit Euler steps with a Lipschitz field and bounded second derivative

## States, steps and trajectories

An equation of motion y' = f(y) gives the rate of change of a state y, for instance the positions and velocities of a set of particles. The explicit Euler method follows the motion in steps of size h along the tangent:

u_(k+1) = u_k + h f(u_k), u_0 = y(0).

The question is how far u_k lies from the true state y(kh).

States live in a real normed space `E`; ℝⁿ with any norm is an example. The same norm measures the error and enters two constants. The Lipschitz constant L > 0 limits how strongly the rate of change depends on the state:

‖f(u) − f(v)‖ ≤ L ‖u − v‖ for all u, v.

The constant M bounds ‖y''‖ on the time interval [0, T], that is, how fast the path departs from its tangent. Under these assumptions, for h ≥ 0 and kh ≤ T,

‖u_k − y(kh)‖ ≤ hM(e^(Lkh) − 1)/(2L).

```lean
import Mathlib

open Set Filter Topology

namespace ExplicitEuler

noncomputable section

variable {E : Type*} [NormedAddCommGroup E] [NormedSpace ℝ E]
```

One step is the map Φ(u) = u + h f(u), and u_k is its k-th iterate, written `(eulerStep f h)^[k]` in Lean.

```lean
/-- One explicit Euler step of size `h` for the equation of motion `y' = f(y)`. -/
def eulerStep (f : E → E) (h : ℝ) (u : E) : E := u + h • f u
```

A trajectory satisfies y'(t) = f(y(t)) on [0, T], and its rate of change f(y(t)) has a derivative a(t) there. Thus a = y'' for the whole state vector; it is not just the mechanical acceleration.

```lean
/-- The curve `y` solves `y' = f(y)` on `[0, T]`, and its velocity `f(y(t))` has derivative
`a(t)` there; at the end points the derivatives are one-sided. -/
def IsTrajectory (f : E → E) (y a : ℝ → E) (T : ℝ) : Prop :=
  ∀ t ∈ Icc 0 T, HasDerivWithinAt y (f (y t)) (Icc 0 T) t ∧
    HasDerivWithinAt (fun s => f (y s)) (a t) (Icc 0 T) t
```

The derivatives are taken within `Icc 0 T`, the closed interval, so they are one-sided at its ends. Continuity of a is not required. The existence of the trajectory is assumed, not derived.

## One step misses the trajectory by at most Mh²/2

Start a step on the trajectory at time t, with t ≥ 0 and t + h ≤ T. Since ‖y''‖ ≤ M, the mean value inequality gives, for t ≤ s ≤ t + h,

‖f(y(s)) − f(y(t))‖ ≤ M(s − t).

Let r(s) be the deviation from the tangent line:

r(s) = y(s) − y(t) − (s − t) f(y(t)).

Then r(t) = 0 and r'(s) = f(y(s)) − f(y(t)), so ‖r'(s)‖ is at most M(s − t), the derivative of M(s − t)²/2. Hence ‖r(s)‖ is at most M(s − t)²/2, and at s = t + h

‖y(t + h) − Φ(y(t))‖ ≤ Mh²/2.

```lean
/-- Local error: if the second derivative of the trajectory is bounded by `M` on `[0, T]`, one Euler
step of size `h ≥ 0` that starts on the trajectory at a time `t ≥ 0` with `t + h ≤ T` misses it by
at most `M h² / 2`. -/
theorem local_error {f : E → E} {y a : ℝ → E} {T M t h : ℝ}
    (hy : IsTrajectory f y a T) (ha : ∀ s ∈ Icc 0 T, ‖a s‖ ≤ M)
    (ht : 0 ≤ t) (hh : 0 ≤ h) (hT : t + h ≤ T) :
    ‖y (t + h) - eulerStep f h (y t)‖ ≤ M * h ^ 2 / 2 := by
  have hsub : Icc t (t + h) ⊆ Icc 0 T := Icc_subset_Icc ht hT
  have htT : t ∈ Icc 0 T := ⟨ht, by linarith⟩
  -- the velocity changes by at most `M (s - t)`
  have hv : ∀ s ∈ Icc t (t + h), ‖f (y s) - f (y t)‖ ≤ M * (s - t) := by
    intro s hs
    have key : ‖f (y s) - f (y t)‖ ≤ M * ‖s - t‖ :=
      Convex.norm_image_sub_le_of_norm_hasDerivWithin_le (f := fun r => f (y r))
        (fun r hr => (hy r hr).2) ha (convex_Icc 0 T) htT (hsub hs)
    rwa [Real.norm_of_nonneg (sub_nonneg.2 hs.1)] at key
  -- the deviation from the tangent line, and its derivative
  have hg : ∀ s ∈ Icc 0 T, HasDerivWithinAt
      (fun r => y r - y t - (r - t) • f (y t)) (f (y s) - f (y t)) (Icc 0 T) s := by
    intro s hs
    have h1 := ((hasDerivAt_id' s).sub_const t).smul_const (f (y t))
    have h2 := ((hy s hs).1.sub_const (y t)).sub h1.hasDerivWithinAt
    exact h2.congr_deriv (by simp)
  have hB : ∀ s, HasDerivAt (fun r => M / 2 * ((r - t) * (r - t))) (M * (s - t)) s := by
    intro s
    have d := (hasDerivAt_id' s).sub_const t
    refine ((d.mul d).const_mul (M / 2)).congr_deriv ?_
    show M / 2 * (1 * (s - t) + (s - t) * 1) = M * (s - t)
    ring
  have key := image_norm_le_of_norm_deriv_right_le_deriv_boundary
    (f := fun r => y r - y t - (r - t) • f (y t)) (f' := fun s => f (y s) - f (y t))
    (a := t) (b := t + h)
    (fun s hs => (hg s (hsub hs)).continuousWithinAt.mono hsub)
    (fun s hs => (hg s (hsub ⟨hs.1, hs.2.le⟩)).mono_of_mem_nhdsWithin
      (mem_nhdsWithin.2 ⟨Iio T, isOpen_Iio, lt_of_lt_of_le hs.2 hT,
        fun r hr => ⟨ht.trans (hs.1.trans hr.2), le_of_lt hr.1⟩⟩))
    (by simp) hB (fun s hs => hv s ⟨hs.1, hs.2.le⟩)
    (right_mem_Icc.2 (by linarith))
  calc ‖y (t + h) - eulerStep f h (y t)‖
      = ‖y (t + h) - y t - (t + h - t) • f (y t)‖ := by
        rw [eulerStep, add_sub_cancel_left, sub_sub]
    _ ≤ M / 2 * ((t + h - t) * (t + h - t)) := key
    _ = M * h ^ 2 / 2 := by ring
```

In the proof, `hv` is the bound on the change of rate, `hg` the derivative of r, and `hB` the derivative of the comparison function. The lemma `image_norm_le_of_norm_deriv_right_le_deriv_boundary` compares the two growth rates directly. No integral of y'' occurs, which is why a need not be continuous.

## The distance between two numerical states grows at most by the factor 1 + hL per step

The difference of two steps is

Φ(u) − Φ(v) = (u − v) + h(f(u) − f(v)).

The triangle inequality and the Lipschitz condition give

‖Φ(u) − Φ(v)‖ ≤ (1 + hL) ‖u − v‖.

```lean
/-- Stability: for a field with Lipschitz constant `L`, one Euler step of size `h ≥ 0` enlarges
the distance between two states by at most the factor `1 + h L`. -/
theorem step_stability {f : E → E} {L h : ℝ} (hf : ∀ u v, ‖f u - f v‖ ≤ L * ‖u - v‖)
    (hh : 0 ≤ h) (u v : E) :
    ‖eulerStep f h u - eulerStep f h v‖ ≤ (1 + h * L) * ‖u - v‖ := by
  have e : eulerStep f h u - eulerStep f h v = (u - v) + h • (f u - f v) := by
    unfold eulerStep
    module
  have h1 := norm_add_le (u - v) (h • (f u - f v))
  rw [norm_smul, Real.norm_of_nonneg hh] at h1
  have h2 := mul_le_mul_of_nonneg_left (hf u v) hh
  rw [e]
  linarith
```

The tactic `module` checks the vector identity, and `linarith` combines the two inequalities. Stability here means controlled growth of differences. It is not the absolute stability of stiff or oscillating problems, where the numerical solution must stay bounded over arbitrarily many steps.

## Errors accumulate as a geometric sum

Suppose that numbers e_j satisfy e_(j+1) ≤ q e_j + d for all j < k, with q ≥ 0. Then

e_k ≤ q^k e_0 + d(1 + q + … + q^(k−1)),

where the sum is empty for k = 0. If the bound holds for k, one more step gives

e_(k+1) ≤ q[q^k e_0 + d(1 + … + q^(k−1))] + d = q^(k+1) e_0 + d(1 + q + … + q^k).

```lean
/-- Discrete Grönwall inequality: if each step multiplies the error by at most `q ≥ 0` and adds at
most `d`, the error after `k` steps is at most `q ^ k` times the initial error plus `d` times the
geometric sum `1 + q + … + q ^ (k - 1)` (empty for `k = 0`). -/
theorem discrete_gronwall {e : ℕ → ℝ} {q d : ℝ} (hq : 0 ≤ q) (k : ℕ)
    (he : ∀ j < k, e (j + 1) ≤ q * e j + d) :
    e k ≤ q ^ k * e 0 + d * ∑ j ∈ Finset.range k, q ^ j := by
  induction k with
  | zero => simp
  | succ k ih =>
    have h1 := mul_le_mul_of_nonneg_left (ih fun j hj => he j (by omega)) hq
    have h2 := he k (by omega)
    rw [geom_sum_succ]
    calc e (k + 1) ≤ q * (q ^ k * e 0 + d * ∑ j ∈ Finset.range k, q ^ j) + d := by linarith
      _ = _ := by ring
```

This is the discrete Grönwall inequality with constant coefficients. The proof is the same induction, with `geom_sum_succ` splitting the sum into 1 and q times the shorter sum.

## The bound after k steps

Allow an inexact start u₀, and set e_j = ‖u_j − y(jh)‖. Inserting Φ(y(jh)) separates inherited error from new error:

u_(j+1) − y((j+1)h) = [Φ(u_j) − Φ(y(jh))] − [y(jh + h) − Φ(y(jh))].

The two previous estimates give

e_(j+1) ≤ (1 + hL) e_j + Mh²/2.

Now apply the accumulation inequality with q = 1 + hL and d = Mh²/2. The geometric sum S = 1 + q + … + q^(k−1) obeys hL S = q^k − 1, so

(Mh²/2) S = hM((1 + hL)^k − 1)/(2L).

Finally 1 + hL ≤ e^(hL), hence (1 + hL)^k ≤ e^(Lkh), and

e_k ≤ e^(Lkh) e_0 + hM(e^(Lkh) − 1)/(2L).

```lean
/-- Global error with an inexact start `u₀`: for Lipschitz constant `L > 0` and second derivative
bounded by `M` on `[0, T]`, and for `k` steps of size `h ≥ 0` with `k h ≤ T`, the initial error
grows at most by the factor `exp(L k h)`, and the steps add at most `h M (exp(L k h) - 1) / (2 L)`.
-/
theorem global_error_of_start {f : E → E} {y a : ℝ → E} {T L M h : ℝ} (hL : 0 < L)
    (hf : ∀ u v, ‖f u - f v‖ ≤ L * ‖u - v‖) (hy : IsTrajectory f y a T)
    (ha : ∀ s ∈ Icc 0 T, ‖a s‖ ≤ M) (hh : 0 ≤ h) (k : ℕ) (hk : k * h ≤ T) (u₀ : E) :
    ‖(eulerStep f h)^[k] u₀ - y (k * h)‖ ≤ Real.exp (L * (k * h)) * ‖u₀ - y 0‖
      + h * M * (Real.exp (L * (k * h)) - 1) / (2 * L) := by
  have hkh : 0 ≤ (k : ℝ) * h := by positivity
  have hM : 0 ≤ M := (norm_nonneg _).trans (ha 0 ⟨le_rfl, hkh.trans hk⟩)
  -- new error = propagated old error + local error
  have G := discrete_gronwall (e := fun j => ‖(eulerStep f h)^[j] u₀ - y (j * h)‖)
    (q := 1 + h * L) (d := M * h ^ 2 / 2) (by positivity) k (by
      intro j hj
      have hj' : (j : ℝ) + 1 ≤ k := by exact_mod_cast hj
      have hjT : (j : ℝ) * h + h ≤ T := by
        linarith [mul_le_mul_of_nonneg_right hj' hh]
      have e1 : ((j + 1 : ℕ) : ℝ) * h = j * h + h := by push_cast; ring
      show ‖(eulerStep f h)^[j + 1] u₀ - y (((j + 1 : ℕ) : ℝ) * h)‖ ≤
        (1 + h * L) * ‖(eulerStep f h)^[j] u₀ - y (j * h)‖ + M * h ^ 2 / 2
      rw [Function.iterate_succ_apply', e1,
        ← sub_sub_sub_cancel_right _ _ (eulerStep f h (y (j * h)))]
      exact (norm_sub_le _ _).trans (add_le_add (step_stability hf hh _ _)
        (local_error hy ha (by positivity) hh hjT)))
  simp only [Function.iterate_zero, id_eq, Nat.cast_zero, zero_mul] at G
  -- sum the geometric series
  have hS := geom_sum_mul (1 + h * L) k
  have hgeo : M * h ^ 2 / 2 * ∑ j ∈ Finset.range k, (1 + h * L) ^ j
      = h * M * ((1 + h * L) ^ k - 1) / (2 * L) := by
    rw [eq_div_iff (by positivity)]
    linear_combination h * M * hS
  have hexp : (1 + h * L) ^ k ≤ Real.exp (L * (k * h)) := by
    calc (1 + h * L) ^ k ≤ Real.exp (h * L) ^ k :=
          pow_le_pow_left₀ (by positivity) (by linarith [Real.add_one_le_exp (h * L)]) k
      _ = Real.exp (L * (k * h)) := by
          rw [← Real.exp_nat_mul]
          congr 1
          ring
  rw [hgeo] at G
  exact G.trans (by gcongr)
```

The recursion is proved inside the call to `discrete_gronwall`, `hgeo` evaluates the sum without dividing by h, and `hexp` is the exponential estimate. The final `gcongr` inserts that estimate in both terms, using M ≥ 0, which follows from ‖a(0)‖ ≤ M.

With the exact start u₀ = y(0), the first term vanishes:

‖u_k − y(kh)‖ ≤ hM(e^(Lkh) − 1)/(2L).

```lean
/-- Global error of the explicit Euler method: for Lipschitz constant `L > 0`, second derivative
bounded by `M` and exact start, the error after `k` steps within `[0, T]` is at most
`h M (exp(L k h) - 1) / (2 L)`. -/
theorem euler_global_error {f : E → E} {y a : ℝ → E} {T L M h : ℝ} (hL : 0 < L)
    (hf : ∀ u v, ‖f u - f v‖ ≤ L * ‖u - v‖) (hy : IsTrajectory f y a T)
    (ha : ∀ s ∈ Icc 0 T, ‖a s‖ ≤ M) (hh : 0 ≤ h) (k : ℕ) (hk : k * h ≤ T) :
    ‖(eulerStep f h)^[k] (y 0) - y (k * h)‖
      ≤ h * M * (Real.exp (L * (k * h)) - 1) / (2 * L) := by
  have key := global_error_of_start hL hf hy ha hh k hk (y 0)
  rwa [sub_self (y 0), norm_zero, mul_zero, zero_add] at key
```

The hypotheses read as follows: `hf` is the Lipschitz condition on all of `E`, `hy` says that y is a trajectory, `ha` bounds its second derivative, and `hk` keeps the last step within [0, T]. A Coulomb force, which is singular at contact, does not satisfy `hf` on the whole space. The iterates are exact vectors, so the rounding error that a computer adds at each step lies beyond these hypotheses.

For a finite-dimensional Schrödinger equation ic' = Hc with ħ = 1, a constant Hermitian matrix H ≠ 0 and a state c normalised in the Euclidean norm, let ‖H‖ be the largest absolute value of an eigenvalue of H. One may then take L = ‖H‖ and M = ‖H‖², which turns the bound into h‖H‖(e^(‖H‖kh) − 1)/2. This is pessimistic: for Hermitian H, one step enlarges distances at most by the factor √(1 + h²‖H‖²), which is smaller than 1 + h‖H‖ for h > 0.

## Refining the step at a fixed final time

Divide [0, T] into n ≥ 1 steps of size h = T/n. Then nh = T, and the error at the final time is at most

(T/n) · M(e^(LT) − 1)/(2L),

which tends to zero as n grows.

```lean
/-- Convergence: for a Lipschitz field and a trajectory with bounded second derivative, `n` Euler
steps of size `T / n` from `y(0)` tend to `y(T)` as `n` grows. -/
theorem euler_converges {f : E → E} {y a : ℝ → E} {T L M : ℝ} (hL : 0 < L)
    (hf : ∀ u v, ‖f u - f v‖ ≤ L * ‖u - v‖) (hy : IsTrajectory f y a T)
    (ha : ∀ s ∈ Icc 0 T, ‖a s‖ ≤ M) (hT : 0 ≤ T) :
    Tendsto (fun n : ℕ => (eulerStep f (T / n))^[n] (y 0)) atTop (𝓝 (y T)) := by
  rw [tendsto_iff_norm_sub_tendsto_zero]
  have h0 := (tendsto_const_div_atTop_nhds_zero_nat T).mul_const
    (M * (Real.exp (L * T) - 1) / (2 * L))
  rw [zero_mul] at h0
  refine squeeze_zero' (Eventually.of_forall fun n => norm_nonneg _) ?_ h0
  filter_upwards [eventually_gt_atTop 0] with n hn
  have hn' : (n : ℝ) ≠ 0 := by exact_mod_cast hn.ne'
  have e : (n : ℝ) * (T / n) = T := by field_simp
  have key := euler_global_error hL hf hy ha (by positivity : 0 ≤ T / (n : ℝ)) n e.le
  rw [e] at key
  exact key.trans (le_of_eq (by ring))
```

`Tendsto … atTop (𝓝 (y T))` states this convergence in the norm of `E`. The proof squeezes the error between zero and the bound.

The Lipschitz condition matters here. Take f(u) = 2√|u| on ℝ and y(t) = t². Then y' = f(y) for t ≥ 0 and y'' = 2, but Euler steps from y(0) = 0 never leave zero. The error at time T is T² for every n. The steps follow the constant solution y = 0, which has the same start. Hölder continuity of f with exponent 1/2 is therefore not enough for convergence to a given trajectory.

## Free fall attains first order

Let g be the constant acceleration of a uniform gravitational field, and neglect air resistance. A body released at rest then has downward velocity v and fallen distance x with v' = g and x' = v. The state is the pair (v, x), with velocity first, in contrast to the usual order of phase-space coordinates.

```lean
/-- Free fall as a first-order system for the pair (velocity, distance): `v' = g`, `x' = v`. -/
def freeFall (g : ℝ) (p : ℝ × ℝ) : ℝ × ℝ := (g, p.1)
```

Its path is v = gt, x = gt²/2.

```lean
/-- The path `v = g t`, `x = g t² / 2` of a body released at rest. -/
def fallPath (g t : ℝ) : ℝ × ℝ := (g * t, g * t ^ 2 / 2)
```

In the maximum norm, with numerical values in fixed units,

‖f(p) − f(q)‖ = |v_p − v_q| ≤ ‖p − q‖,

so L = 1 is a Lipschitz constant. The second derivative of the path is (0, g), with norm M = g for g ≥ 0.

```lean
/-- Free fall with `g ≥ 0` has Lipschitz constant `1`, is solved by `fallPath`, and the second
derivative `(0, g)` of this path has norm `g` (maximum norm on the pair). -/
theorem freeFall_witness {g : ℝ} (hg : 0 ≤ g) (T : ℝ) :
    (∀ p q, ‖freeFall g p - freeFall g q‖ ≤ 1 * ‖p - q‖) ∧
      IsTrajectory (freeFall g) (fallPath g) (fun _ => (0, g)) T ∧ ‖((0 : ℝ), g)‖ = g := by
  refine ⟨fun p q => ?_, fun t _ => ?_, ?_⟩
  · show max ‖g - g‖ ‖p.1 - q.1‖ ≤ 1 * ‖p - q‖
    rw [sub_self, norm_zero, one_mul]
    exact max_le (norm_nonneg _) (norm_fst_le (p - q))
  · have h1 : HasDerivAt (fun s => g * s) g t :=
      ((hasDerivAt_id' t).const_mul g).congr_deriv (mul_one g)
    have h2 : HasDerivAt (fun s => g * s ^ 2 / 2) (g * t) t := by
      refine (((hasDerivAt_pow 2 t).const_mul g).div_const 2).congr_deriv ?_
      show g * (((2 : ℕ) : ℝ) * t ^ 1) / 2 = g * t
      push_cast
      ring
    exact ⟨(h1.prodMk h2).hasDerivWithinAt,
      ((hasDerivAt_const t g).prodMk h1).hasDerivWithinAt⟩
  · show max ‖(0 : ℝ)‖ ‖g‖ = g
    rw [norm_zero, Real.norm_of_nonneg hg, max_eq_right hg]
```

The three parts of the theorem are the Lipschitz condition, the trajectory property and the value of M. They are proved from the components of the pair.

The Euler iterates can be written in closed form:

v_k = gkh, x_k = gh²k(k − 1)/2.

The velocity is exact, while the distance falls short:

x_k − g(kh)²/2 = −gkh²/2.

The error is therefore exactly hg(kh)/2. For g > 0 and a fixed time kh > 0 it is proportional to h, so no bound of higher order in h can hold for all fields and trajectories considered here.

```lean
/-- For free fall with `g ≥ 0` the Euler error after `k` steps is exactly `h g (k h) / 2`: at a
fixed time `k h` it is proportional to the step size. -/
theorem freeFall_euler_error {g : ℝ} (hg : 0 ≤ g) (h : ℝ) (k : ℕ) :
    ‖(eulerStep (freeFall g) h)^[k] (fallPath g 0) - fallPath g (k * h)‖
      = h * g * (k * h) / 2 := by
  -- closed form of the numerical path
  have hit : (eulerStep (freeFall g) h)^[k] (fallPath g 0)
      = (g * (k * h), g * h ^ 2 * k * (k - 1) / 2) := by
    induction k with
    | zero => simp [fallPath]
    | succ k ih =>
      rw [Function.iterate_succ_apply', ih]
      refine Prod.ext ?_ ?_
      · show g * ((k : ℝ) * h) + h * g = g * (((k + 1 : ℕ) : ℝ) * h)
        push_cast
        ring
      · show g * h ^ 2 * (k : ℝ) * ((k : ℝ) - 1) / 2 + h * (g * ((k : ℝ) * h))
          = g * h ^ 2 * ((k + 1 : ℕ) : ℝ) * (((k + 1 : ℕ) : ℝ) - 1) / 2
        push_cast
        ring
  have hpos : 0 ≤ h * g * (k * h) / 2 := by
    have h1 : 0 ≤ g * k * h ^ 2 / 2 := by positivity
    linarith
  have e : g * h ^ 2 * k * (k - 1) / 2 - g * (k * h) ^ 2 / 2 = -(h * g * (k * h) / 2) := by
    ring
  rw [hit]
  show max ‖g * (k * h) - g * (k * h)‖
    ‖g * h ^ 2 * k * (k - 1) / 2 - g * (k * h) ^ 2 / 2‖ = h * g * (k * h) / 2
  rw [e, sub_self, norm_zero, norm_neg, Real.norm_of_nonneg hpos, max_eq_right hpos]

end

end ExplicitEuler
```

The induction `hit` establishes the closed form, and `e` is the difference in distance.

The smallest nontrivial case, k = 1, gives the error gh²/2. This equals the one-step bound Mh²/2 with M = g, so the factor 1/2 in that bound is sharp.

```lean
#print axioms ExplicitEuler.euler_global_error
#print axioms ExplicitEuler.euler_converges
#print axioms ExplicitEuler.freeFall_euler_error
```

```
'ExplicitEuler.euler_global_error' depends on axioms: [propext, Classical.choice, Quot.sound]
'ExplicitEuler.euler_converges' depends on axioms: [propext, Classical.choice, Quot.sound]
'ExplicitEuler.freeFall_euler_error' depends on axioms: [propext, Classical.choice, Quot.sound]
```
